# Two coupled plasmon–phonon modes in an undamped, long-wavelength model of a doped polar crystal

A: A doped polar crystal with a single pair of LO and TO phonon frequencies has exactly two coupled longitudinal modes, if damping and wavevector dependence are neglected. Write $L$, $T$ and $P$ for the squared LO, TO and screened plasma frequencies, with $0<T<L$ and $P>0$. The squared mode frequencies $W_\pm$ are the roots of
$$W^2-(L+P)W+PT=0,$$
and they satisfy $0<W_-<\min(T,P)$ and $W_+>\max(L,P)$.

```lean
import Mathlib

open Filter Topology

noncomputable section

namespace PlasmonPhononModes
```

Q: Where does the crystal enter? A quadratic is not yet physics.

A: Through its longitudinal dielectric function, divided by the high-frequency constant:
$$\varepsilon(W)=\frac{L-W}{T-W}-\frac PW .$$
The first term is the undoped crystal, bound electrons and lattice together; the second is the free carriers. A longitudinal field can oscillate without external charge where $\varepsilon=0$. All letters are squared frequencies, so $T$ is not a temperature.

```lean
/-- Longitudinal dielectric function of a doped polar crystal, in units of its high-frequency
constant, at squared frequency `W`, for `W ≠ 0` and `W ≠ T`. The squared LO, TO and screened
plasma frequencies are `L`, `T` and `P`. -/
def dielectric (L T P W : ℝ) : ℝ := (L - W) / (T - W) - P / W
```

Q: And the inequalities on the parameters?

A: $T>0$ says the lattice is stable against the transverse mode, $L>T$ that the phonon is polar, and $P>0$ that carriers are present. That a real crystal responds with this $\varepsilon$ is the physical assumption; the theorems start from it.

Q: How are the modes defined, as zeros?

A: No, by the quadratic formula, $W_\pm=\tfrac12(L+P\pm s)$ with $s=\sqrt{(L+P)^2-4PT}$. That they are the zeros is then a theorem. Note that `splitting`, which is $s$, is a difference of squared frequencies.

```lean
/-- The square root of the discriminant of `W ^ 2 - (L + P) * W + P * T`, for parameters that
make this discriminant nonnegative. -/
def splitting (L T P : ℝ) : ℝ := √((L + P) ^ 2 - 4 * P * T)

/-- Squared frequency of the lower coupled plasmon-phonon branch. -/
def lowerMode (L T P : ℝ) : ℝ := (L + P - splitting L T P) / 2

/-- Squared frequency of the upper coupled plasmon-phonon branch. -/
def upperMode (L T P : ℝ) : ℝ := (L + P + splitting L T P) / 2
```

Q: Is the root always real?

A: Yes. Completing the square in $P$ gives
$$s^2=(P-(2T-L))^2+4T(L-T)>0 .$$
Lean needs the nonnegativity first, to replace the squared root by its argument; `ring` then checks the identity.

```lean
/-- For `0 < T < L`, the squared splitting is a square in the plasma parameter `P` plus a
constant set by the LO and TO frequencies. -/
theorem splitting_sq {L T : ℝ} (hT : 0 < T) (hTL : T < L) (P : ℝ) :
    splitting L T P ^ 2 = (P - (2 * T - L)) ^ 2 + 4 * T * (L - T) := by
  have h : 0 ≤ (L + P) ^ 2 - 4 * P * T := by
    nlinarith [sq_nonneg (P - (2 * T - L)), mul_pos hT (sub_pos.2 hTL)]
  unfold splitting
  rw [Real.sq_sqrt h]
  ring
```

Adding and multiplying the two formulas gives $W_-+W_+=L+P$ and $W_-W_+=\tfrac14\left((L+P)^2-s^2\right)=PT$.

```lean
/-- For `0 < T < L`, the squared frequencies of the two branches add up to `L + P` and
multiply to `P * T`. -/
theorem mode_sum_and_product {L T : ℝ} (hT : 0 < T) (hTL : T < L) (P : ℝ) :
    lowerMode L T P + upperMode L T P = L + P ∧
      lowerMode L T P * upperMode L T P = P * T := by
  have h := splitting_sq hT hTL P
  unfold lowerMode upperMode
  constructor
  · ring
  · linear_combination (-1 / 4) * h
```

Q: What places the modes relative to the bare frequencies?

A: The sign of $f(x)=x^2-(L+P)x+PT=(x-W_-)(x-W_+)$. If $f(x)<0$, then $x$ lies strictly between the roots, since otherwise both factors would have the same sign or one would vanish. The lemma argues by that contradiction.

```lean
/-- For `0 < T < L`, a squared frequency at which the mode polynomial is negative lies strictly
between the two branches. -/
theorem between_modes {L T P x : ℝ} (hT : 0 < T) (hTL : T < L)
    (hx : x ^ 2 - (L + P) * x + P * T < 0) :
    lowerMode L T P < x ∧ x < upperMode L T P := by
  obtain ⟨h1, h2⟩ := mode_sum_and_product hT hTL P
  have hle : lowerMode L T P ≤ upperMode L T P := by
    have hs : 0 ≤ splitting L T P := Real.sqrt_nonneg _
    unfold lowerMode upperMode
    linarith
  have hf : (x - lowerMode L T P) * (x - upperMode L T P) < 0 := by
    have e : (x - lowerMode L T P) * (x - upperMode L T P)
        = x ^ 2 - (L + P) * x + P * T := by
      linear_combination (-x) * h1 + h2
    rw [e]
    exact hx
  constructor
  · by_contra h
    have h' := not_lt.1 h
    nlinarith [mul_nonneg (sub_nonneg.2 h') (sub_nonneg.2 (h'.trans hle))]
  · by_contra h
    have h' := not_lt.1 h
    nlinarith [mul_nonneg (sub_nonneg.2 h') (sub_nonneg.2 (hle.trans h'))]
```

Now insert the bare values:
$$f(T)=-T(L-T),\qquad f(P)=f(L)=-P(L-T).$$
All are negative, so $T$, $P$ and $L$ lie between the modes. Since $W_+>0$ and $W_-W_+=PT>0$, also $W_->0$, and both frequencies $\sqrt{W_\pm}$ are real.

```lean
/-- For `0 < T < L` and `P > 0`, the squared frequency of the lower branch is positive and below
both `T` and `P`, and that of the upper branch is above both `L` and `P`. -/
theorem mode_bounds {L T P : ℝ} (hT : 0 < T) (hTL : T < L) (hP : 0 < P) :
    0 < lowerMode L T P ∧ lowerMode L T P < min T P ∧ max L P < upperMode L T P := by
  -- the mode polynomial is negative at each of the three bare squared frequencies
  have bT := between_modes (P := P) (x := T) hT hTL
    (by nlinarith [mul_pos hT (sub_pos.2 hTL)])
  have bP := between_modes (P := P) (x := P) hT hTL
    (by nlinarith [mul_pos hP (sub_pos.2 hTL)])
  have bL := between_modes (P := P) (x := L) hT hTL
    (by nlinarith [mul_pos hP (sub_pos.2 hTL)])
  refine ⟨?_, lt_min bT.1 bP.1, max_lt bL.2 bP.2⟩
  by_contra h
  have hu : 0 < upperMode L T P := hT.trans bT.2
  nlinarith [mul_nonneg (neg_nonneg.2 (not_lt.1 h)) hu.le, mul_pos hP hT,
    (mode_sum_and_product hT hTL P).2]
```

Q: Clearing denominators can create false zeros at the poles.

A: Here it doesn't. For $W\ne0,T$, $\varepsilon(W)=0$ means $(L-W)W-P(T-W)=0$, which is $f(W)=0$. Conversely, $0<W_-<T<W_+$ keeps both roots off the poles. The theorem is an equivalence for every real $W$, and it excludes the poles explicitly because Lean assigns a value to division by zero.

```lean
/-- For `0 < T < L` and `P > 0`, the zeros of the dielectric function away from its poles are
exactly the squared frequencies of the lower and the upper coupled branch. -/
theorem dielectric_zero_iff {L T P : ℝ} (hT : 0 < T) (hTL : T < L) (hP : 0 < P) (W : ℝ) :
    (W ≠ 0 ∧ W ≠ T ∧ dielectric L T P W = 0) ↔
      W = lowerMode L T P ∨ W = upperMode L T P := by
  obtain ⟨h1, h2⟩ := mode_sum_and_product hT hTL P
  obtain ⟨b0, b1, b2⟩ := mode_bounds hT hTL hP
  have e : (W - lowerMode L T P) * (W - upperMode L T P)
      = -((L - W) * W - (T - W) * P) := by
    linear_combination (-W) * h1 + h2
  constructor
  · rintro ⟨hW, hWT, h⟩
    have hd : T - W ≠ 0 := sub_ne_zero.2 hWT.symm
    unfold dielectric at h
    rw [div_sub_div _ _ hd hW, div_eq_zero_iff] at h
    have hn := h.resolve_right (mul_ne_zero hd hW)
    rw [hn, neg_zero] at e
    exact (mul_eq_zero.1 e).imp sub_eq_zero.1 sub_eq_zero.1
  · intro h
    -- the bounds keep both branches away from the poles
    have hpole : W ≠ 0 ∧ W ≠ T := by
      have c1 := b1.trans_le (min_le_left T P)
      have c2 := (le_max_left L P).trans_lt b2
      rcases h with h | h
      · exact ⟨by linarith [h] |> fun (q : 0 < W) => q.ne',
          by linarith [h] |> fun (q : W < T) => q.ne⟩
      · exact ⟨by linarith [h] |> fun (q : 0 < W) => q.ne',
          by linarith [h] |> fun (q : T < W) => q.ne'⟩
    have hz : (W - lowerMode L T P) * (W - upperMode L T P) = 0 :=
      mul_eq_zero.2 (h.imp sub_eq_zero.2 sub_eq_zero.2)
    have hn : (L - W) * W - (T - W) * P = 0 := by linarith
    refine ⟨hpole.1, hpole.2, ?_⟩
    unfold dielectric
    rw [div_sub_div _ _ (sub_ne_zero.2 hpole.2.symm) hpole.1, hn, zero_div]
```

Q: Does it recover the high-density limit?

A: Yes, with $L$ and $T$ fixed. Since $W_-$ is a root, $W_-(L+P)=W_-^2+PT$, so
$$0<T-W_-=\frac{TL-W_-^2}{L+P}\le\frac{TL}{L+P}\to0\quad(P\to\infty).$$
This is the squeeze in the proof. The sum rule then gives $W_+-P=L-W_-\to L-T$.

```lean
/-- For `0 < T < L` and `P` tending to infinity, the squared frequency of the lower branch tends to
`T`, and that of the upper branch minus `P` tends to `L - T`. -/
theorem high_density_limit {L T : ℝ} (hT : 0 < T) (hTL : T < L) :
    Tendsto (fun P => lowerMode L T P) atTop (𝓝 T) ∧
      Tendsto (fun P => upperMode L T P - P) atTop (𝓝 (L - T)) := by
  have hq : Tendsto (fun P : ℝ => T * L / (L + P)) atTop (𝓝 0) :=
    tendsto_const_nhds.div_atTop (tendsto_atTop_add_const_left atTop L tendsto_id)
  have hs := hq.const_sub T
  rw [sub_zero] at hs
  have hlow : Tendsto (fun P => lowerMode L T P) atTop (𝓝 T) := by
    -- squeeze between T - T L / (L + P) and T
    refine tendsto_of_tendsto_of_tendsto_of_le_of_le' hs tendsto_const_nhds ?_ ?_
    · filter_upwards [eventually_gt_atTop (0 : ℝ)] with P hP
      obtain ⟨h1, h2⟩ := mode_sum_and_product hT hTL P
      have hm : lowerMode L T P * (L + P) = lowerMode L T P ^ 2 + P * T := by
        linear_combination h2 - lowerMode L T P * h1
      have key : T - lowerMode L T P ≤ T * L / (L + P) := by
        rw [le_div_iff₀ (by linarith)]
        nlinarith [sq_nonneg (lowerMode L T P)]
      linarith
    · filter_upwards [eventually_gt_atTop (0 : ℝ)] with P hP
      exact ((mode_bounds hT hTL hP).2.1.trans_le (min_le_left T P)).le
  refine ⟨hlow, (hlow.const_sub L).congr ?_⟩
  intro P
  show L - lowerMode L T P = upperMode L T P - P
  linarith [(mode_sum_and_product hT hTL P).1]
```

Q: And few carriers?

A: As $P\to0^+$, continuity gives $W_+\to L$, and the product rule gives $W_-/P=T/W_+\to T/L$. Because $\varepsilon$ without carriers equals $L/T$ at $W=0$, the lower mode is a plasmon screened by the static lattice response.

```lean
/-- For `0 < T < L` and `P` tending to zero from above, the squared frequency of the upper branch
tends to `L`, and the ratio of that of the lower branch to `P` tends to `T / L`. -/
theorem low_density_limit {L T : ℝ} (hT : 0 < T) (hTL : T < L) :
    Tendsto (fun P => upperMode L T P) (𝓝[>] 0) (𝓝 L) ∧
      Tendsto (fun P => lowerMode L T P / P) (𝓝[>] 0) (𝓝 (T / L)) := by
  have hL : 0 < L := hT.trans hTL
  have hc : Continuous (fun P => upperMode L T P) := by
    unfold upperMode splitting
    fun_prop
  have h0 : upperMode L T 0 = L := by
    have e : (L + 0) ^ 2 - 4 * 0 * T = L ^ 2 := by ring
    unfold upperMode splitting
    rw [e, Real.sqrt_sq hL.le]
    ring
  have hup : Tendsto (fun P => upperMode L T P) (𝓝[>] 0) (𝓝 L) := by
    have h := (hc.tendsto 0).mono_left (nhdsWithin_le_nhds (s := Set.Ioi (0 : ℝ)))
    rwa [h0] at h
  refine ⟨hup, (tendsto_const_nhds.div hup hL.ne').congr' ?_⟩
  -- the product of the squared frequencies turns the ratio into T / upperMode
  filter_upwards [self_mem_nhdsWithin] with P hP
  have hP' : 0 < P := hP
  have hu : 0 < upperMode L T P :=
    hL.trans ((le_max_left L P).trans_lt (mode_bounds hT hTL hP').2.2)
  show T / upperMode L T P = lowerMode L T P / P
  rw [div_eq_div_iff hu.ne' hP'.ne']
  linarith [(mode_sum_and_product hT hTL P).2]
```

Q: Do the branches ever meet?

A: No. As $W_+-W_-=s$, the completed square gives $(W_+-W_-)^2\ge4T(L-T)$, with equality exactly at $P=2T-L$. The theorem allows any real $P$; that point is a physical carrier density only if $L<2T$. This concerns squared frequencies. For $P>0$ the frequencies $\sqrt{W_\pm}$ themselves are closest at $P=T$, because the sum and product rules give $(\sqrt{W_+}-\sqrt{W_-})^2=(\sqrt P-\sqrt T)^2+L-T$.

```lean
/-- Avoided crossing: for `0 < T < L` and real `P`, the difference between `upperMode` and
`lowerMode`, when squared, is at least `4 * T * (L - T)`, with equality exactly at `P = 2 * T - L`.
-/
theorem avoided_crossing {L T : ℝ} (hT : 0 < T) (hTL : T < L) (P : ℝ) :
    4 * T * (L - T) ≤ (upperMode L T P - lowerMode L T P) ^ 2 ∧
      ((upperMode L T P - lowerMode L T P) ^ 2 = 4 * T * (L - T) ↔ P = 2 * T - L) := by
  have e : upperMode L T P - lowerMode L T P = splitting L T P := by
    unfold upperMode lowerMode
    ring
  rw [e, splitting_sq hT hTL P]
  refine ⟨by linarith [sq_nonneg (P - (2 * T - L))], fun h => ?_, fun h => ?_⟩
  · have hz : (P - (2 * T - L)) ^ 2 = 0 := by linarith
    exact sub_eq_zero.1 (pow_eq_zero_iff two_ne_zero |>.1 hz)
  · rw [h]
    ring

end PlasmonPhononModes
```

```lean
#print axioms PlasmonPhononModes.between_modes
-- 'PlasmonPhononModes.between_modes' depends on axioms: [propext, Classical.choice, Quot.sound]
#print axioms PlasmonPhononModes.dielectric_zero_iff
-- 'PlasmonPhononModes.dielectric_zero_iff' depends on axioms: [propext, Classical.choice, Quot.sound]
#print axioms PlasmonPhononModes.low_density_limit
-- 'PlasmonPhononModes.low_density_limit' depends on axioms: [propext, Classical.choice, Quot.sound]
#print axioms PlasmonPhononModes.avoided_crossing
-- 'PlasmonPhononModes.avoided_crossing' depends on axioms: [propext, Classical.choice, Quot.sound]
```

Q: Where would I meet this in an actual calculation?

A: When computed phonon frequencies and an effective mass $m^*$ are turned into mode positions for a given doping, within this undamped, long-wavelength model. From the carrier density $n$ one forms $P=ne^2/(\varepsilon_0\varepsilon_\infty m^*)$ in SI units, with $e$ the elementary charge, $\varepsilon_0$ the vacuum permittivity and $\varepsilon_\infty$ the high-frequency constant, and solves the quadratic. This $P$ is a squared angular frequency, so $L$ and $T$ must be squared angular frequencies too. In arbitrary units, $T=2$, $L=4$, $P=3$ gives $W^2-7W+6=0$, so $W_-=1$ and $W_+=6$, and the mode frequencies are $1$ and $\sqrt6$. In the other direction, a measured upper mode gives $P=W_+(W_+-L)/(W_+-T)$, and from it $n$ if $m^*$ and $\varepsilon_\infty$ are known.
